# Krylov propagation in an orthonormal basis: conserved norm and energy, and exact moments below order 2m

In a wavepacket calculation with a large Hamiltonian matrix $H$, one time step can be taken by exponentiating a much smaller matrix. From the current state $x$ one builds an orthonormal basis whose span contains $x, Hx, \dots, H^{m-1}x$, stores it as the columns of $V$, and replaces $e^{-itH}x$ by

$$V e^{-itT} V^\dagger x, \qquad T = V^\dagger H V .$$

For Hermitian $H$ and $m \ge 1$, this replacement conserves the norm and the energy expectation at every real time $t$, however small the basis. The small matrix also reproduces $H^k x$ for $k<m$ and $\langle x, H^k x\rangle$ for $k<2m$. These statements apply to quantum dynamics with a time-independent Hamiltonian represented by a finite matrix in an orthonormal basis of the full space.

## The projected Hamiltonian and the approximate state

The finite type `n` labels the basis states of the full space, and `p` labels the columns of $V$.

```lean
import Mathlib

open Matrix

namespace KrylovPropagation

noncomputable section

variable {n p : Type*} [Fintype n] [DecidableEq n] [Fintype p] [DecidableEq p]
```

The projected Hamiltonian is $T = V^\dagger H V$. In Lean the superscript in `Vᴴ` denotes the adjoint and has nothing to do with the Hamiltonian `H`.

```lean
/-- The Hamiltonian `T = V† H V` projected on the columns of `V`. -/
def projected (H : Matrix n n ℂ) (V : Matrix n p ℂ) : Matrix p p ℂ := Vᴴ * H * V
```

The basis condition says that for each $k<m$ there is a coefficient vector $c$ with $Vc = H^k x$. The columns may span more than these vectors, and $T$ need not be tridiagonal.

```lean
/-- The column space of `V` contains the Krylov vectors `x, H x, ..., H^(m-1) x`. -/
def ContainsKrylov (H : Matrix n n ℂ) (V : Matrix n p ℂ) (x : n → ℂ) (m : ℕ) : Prop :=
  ∀ k < m, ∃ c : p → ℂ, V *ᵥ c = (H ^ k) *ᵥ x
```

With $\hbar = 1$, a matrix $A$ generates the propagator $U_A(t) = e^{-itA}$.

```lean
/-- The propagator `exp(-i t A)` generated by the matrix `A`, with `ħ = 1`. -/
def propagator (A : Matrix p p ℂ) (t : ℝ) : Matrix p p ℂ :=
  NormedSpace.exp ((-(Complex.I * (t : ℂ))) • A)
```

The approximate state is obtained by projecting $x$, propagating the coefficients with $U_T(t)$, and expanding the result in the full space.

```lean
/-- The Krylov approximation `V exp(-i t T) V† x` to the state at time `t`. -/
def krylovState (H : Matrix n n ℂ) (V : Matrix n p ℂ) (x : n → ℂ) (t : ℝ) : n → ℂ :=
  V *ᵥ (propagator (projected H V) t *ᵥ (Vᴴ *ᵥ x))
```

## Inner products and norms

The expression `star a ⬝ᵥ b` is the inner product $\langle a,b\rangle = \sum_i a_i^* b_i$. Moving a matrix across it gives $\langle Ma,b\rangle = \langle a,M^\dagger b\rangle$.

```lean
omit [DecidableEq n] [DecidableEq p] in
/-- A matrix moves from the bra to the ket as its adjoint: `⟨M a, b⟩ = ⟨a, M† b⟩`. -/
theorem bra_to_ket (M : Matrix n p ℂ) (a : p → ℂ) (b : n → ℂ) :
    star (M *ᵥ a) ⬝ᵥ b = star a ⬝ᵥ (Mᴴ *ᵥ b) := by
  rw [Matrix.star_mulVec, Matrix.dotProduct_mulVec]
```

If $M^\dagger M = 1$, then

$$\|Ma\|^2 = \langle a, M^\dagger M a\rangle = \|a\|^2 .$$

In Lean, `hdot` is this identity for inner products, `hsum` rewrites it as sums of squared moduli, and a square root finishes the proof. The wrapper `WithLp.toLp 2` selects the Euclidean norm.

```lean
omit [DecidableEq n] in
/-- A matrix with orthonormal columns preserves the Euclidean norm. -/
theorem norm_isometry {M : Matrix n p ℂ} (hM : Mᴴ * M = 1) (a : p → ℂ) :
    ‖WithLp.toLp 2 (M *ᵥ a)‖ = ‖WithLp.toLp 2 a‖ := by
  have hdot : star (M *ᵥ a) ⬝ᵥ (M *ᵥ a) = star a ⬝ᵥ a := by
    rw [bra_to_ket, Matrix.mulVec_mulVec, hM, Matrix.one_mulVec]
  -- both sides are sums of squared moduli
  have hsum : ∑ i, ‖(M *ᵥ a) i‖ ^ 2 = ∑ i, ‖a i‖ ^ 2 := by
    have hz : ∀ z : ℂ, star z * z = ((‖z‖ ^ 2 : ℝ) : ℂ) := by
      intro z
      rw [Complex.star_def, Complex.conj_mul']
      push_cast
      rfl
    simp only [dotProduct, Pi.star_apply, hz] at hdot
    exact_mod_cast hdot
  rw [EuclideanSpace.norm_eq, EuclideanSpace.norm_eq]
  exact congrArg Real.sqrt hsum
```

## A Hermitian generator for the small problem

Since $H^\dagger = H$, we have $T^\dagger = V^\dagger H^\dagger V = T$.

```lean
omit [DecidableEq n] [Fintype p] [DecidableEq p] in
/-- The projection of a Hermitian Hamiltonian is Hermitian. -/
theorem projected_isHermitian {H : Matrix n n ℂ} (hH : H.IsHermitian) (V : Matrix n p ℂ) :
    (projected H V).IsHermitian := by
  change (Vᴴ * H * V)ᴴ = Vᴴ * H * V
  rw [Matrix.conjTranspose_mul, Matrix.conjTranspose_mul,
    Matrix.conjTranspose_conjTranspose, hH.eq, Matrix.mul_assoc]
```

For Hermitian $A$ the exponent satisfies $(-itA)^\dagger = itA$, which is `h1`. The two exponents commute, which is `hc`, so their exponentials combine:

$$U_A^\dagger U_A = e^{itA}e^{-itA} = e^{0} = 1 .$$

```lean
/-- A Hermitian matrix generates a unitary propagator. -/
theorem propagator_unitary {A : Matrix p p ℂ} (hA : A.IsHermitian) (t : ℝ) :
    (propagator A t)ᴴ * propagator A t = 1 := by
  -- the exponent is anti-Hermitian
  have h1 : ((-(Complex.I * (t : ℂ))) • A)ᴴ = -((-(Complex.I * (t : ℂ))) • A) := by
    rw [Matrix.conjTranspose_smul, hA.eq, ← neg_smul]
    congr 1
    simp [mul_comm]
  have hc : Commute (-((-(Complex.I * (t : ℂ))) • A)) ((-(Complex.I * (t : ℂ))) • A) :=
    (Commute.refl ((-(Complex.I * (t : ℂ))) • A)).neg_left
  unfold propagator
  rw [← Matrix.exp_conjTranspose, h1, ← Matrix.exp_add_of_commute _ _ hc, neg_add_cancel,
    NormedSpace.exp_zero]
```

Matrix elements between expanded vectors reduce to the small space: $\langle Va, HVb\rangle = \langle a, V^\dagger H V b\rangle = \langle a,Tb\rangle$.

```lean
omit [DecidableEq n] [DecidableEq p] in
/-- Matrix elements of `H` between vectors `V a` and `V b` are those of the projected
Hamiltonian between `a` and `b`. -/
theorem projected_element (H : Matrix n n ℂ) (V : Matrix n p ℂ) (a b : p → ℂ) :
    star (V *ᵥ a) ⬝ᵥ (H *ᵥ (V *ᵥ b)) = star a ⬝ᵥ (projected H V *ᵥ b) := by
  rw [bra_to_ket]
  simp only [projected, Matrix.mulVec_mulVec, Matrix.mul_assoc]
```

## Powers of H below order m

If $y = Vc$, then $VV^\dagger y = V(V^\dagger V)c = y$; this is `hfix`. Taking $y=x$ gives the case $k=0$. If $H^k x = VT^kV^\dagger x$ and $k+1<m$, then

$$H^{k+1}x = VV^\dagger H\,(H^k x) = V(V^\dagger HV)T^kV^\dagger x = VT^{k+1}V^\dagger x .$$

The `calc` block follows this line. Hermiticity of $H$ is not used.

```lean
/-- If `V` has orthonormal columns whose span contains `x, ..., H^(m-1) x`, then
`H^k x = V T^k V† x` for every `k < m`. -/
theorem krylov_power {H : Matrix n n ℂ} {V : Matrix n p ℂ} {x : n → ℂ} {m k : ℕ}
    (hV : Vᴴ * V = 1) (hK : ContainsKrylov H V x m) (hk : k < m) :
    (H ^ k) *ᵥ x = V *ᵥ ((projected H V ^ k) *ᵥ (Vᴴ *ᵥ x)) := by
  -- `V V†` leaves the column space of `V` fixed
  have hfix : ∀ y : n → ℂ, (∃ c, V *ᵥ c = y) → V *ᵥ (Vᴴ *ᵥ y) = y := by
    rintro y ⟨c, rfl⟩
    rw [Matrix.mulVec_mulVec c, hV, Matrix.one_mulVec]
  induction k with
  | zero =>
    have h0 := hfix _ (hK 0 hk)
    rw [pow_zero, Matrix.one_mulVec] at h0
    rw [pow_zero, pow_zero, Matrix.one_mulVec, Matrix.one_mulVec, h0]
  | succ k ih =>
    calc (H ^ (k + 1)) *ᵥ x = V *ᵥ (Vᴴ *ᵥ ((H ^ (k + 1)) *ᵥ x)) :=
          (hfix _ (hK (k + 1) hk)).symm
      _ = V *ᵥ (Vᴴ *ᵥ (H *ᵥ ((H ^ k) *ᵥ x))) := by
          rw [pow_succ', Matrix.mulVec_mulVec x H]
      _ = V *ᵥ (Vᴴ *ᵥ (H *ᵥ (V *ᵥ ((projected H V ^ k) *ᵥ (Vᴴ *ᵥ x))))) := by
          rw [ih (by omega)]
      _ = V *ᵥ ((projected H V ^ (k + 1)) *ᵥ (Vᴴ *ᵥ x)) := by
          rw [pow_succ']
          simp only [projected, Matrix.mulVec_mulVec, Matrix.mul_assoc]
```

## Conservation of the norm

Both $V$ and $U_T(t)$ preserve norms, and $m\ge1$ ensures that $x = VV^\dagger x$. Hence

$$\|VU_TV^\dagger x\| = \|U_TV^\dagger x\| = \|V^\dagger x\| = \|VV^\dagger x\| = \|x\| .$$

The theorem joins this to the power identity. The vector $x$ need not be normalised.

```lean
/-- Krylov propagation: for Hermitian `H` and orthonormal columns of `V` whose span contains
`x, ..., H^(m-1) x` with `m ≥ 1`, the projected Hamiltonian reproduces `H^k x` for `k < m`,
and the propagated state keeps the norm of `x` at all times. -/
theorem krylov_propagation {H : Matrix n n ℂ} {V : Matrix n p ℂ} {x : n → ℂ} {m : ℕ}
    (hH : H.IsHermitian) (hV : Vᴴ * V = 1) (hm : 1 ≤ m) (hK : ContainsKrylov H V x m) :
    (∀ k < m, (H ^ k) *ᵥ x = V *ᵥ ((projected H V ^ k) *ᵥ (Vᴴ *ᵥ x))) ∧
      ∀ t : ℝ, ‖WithLp.toLp 2 (krylovState H V x t)‖ = ‖WithLp.toLp 2 x‖ := by
  refine ⟨fun k hk => krylov_power hV hK hk, fun t => ?_⟩
  have hx : V *ᵥ (Vᴴ *ᵥ x) = x := by
    simpa using (krylov_power hV hK (show 0 < m from hm)).symm
  unfold krylovState
  rw [norm_isometry hV, norm_isometry (propagator_unitary (projected_isHermitian hH V) t),
    ← norm_isometry hV, hx]
```

The power identity makes the Taylor coefficients of the exact and approximate states agree below order $t^m$, a consequence left unformalised here along with any error bound at finite $t$. The theorems take $V$ as given; that a floating-point Lanczos run delivers columns with $V^\dagger V=1$ to sufficient accuracy has to be established separately.

## Moments below order 2m

For $k=0$, $\langle x,x\rangle = \langle x,VV^\dagger x\rangle = \langle V^\dagger x,V^\dagger x\rangle$. For $0<k<2m$, write $k=a+1+b$ with $a,b<m$. The powers are then shared between bra and ket:

$$\langle x,H^kx\rangle = \langle H^a x,H\,H^b x\rangle = \langle T^aV^\dagger x,\,T\,T^bV^\dagger x\rangle = \langle V^\dagger x,T^kV^\dagger x\rangle .$$

Lean takes $a=\lfloor (k-1)/2\rfloor$ and leaves the inequalities to `omega`. For nonzero $x$, dividing by $\langle x,x\rangle$ gives the moments of the normalised state.

```lean
/-- For Hermitian `H` and orthonormal columns of `V` whose span contains `x, ..., H^(m-1) x`,
the projected Hamiltonian reproduces the moments `⟨x, H^k x⟩` for all `k < 2m`. -/
theorem krylov_moments {H : Matrix n n ℂ} {V : Matrix n p ℂ} {x : n → ℂ} {m k : ℕ}
    (hH : H.IsHermitian) (hV : Vᴴ * V = 1) (hK : ContainsKrylov H V x m) (hk : k < 2 * m) :
    star x ⬝ᵥ ((H ^ k) *ᵥ x) =
      star (Vᴴ *ᵥ x) ⬝ᵥ ((projected H V ^ k) *ᵥ (Vᴴ *ᵥ x)) := by
  have hT := projected_isHermitian hH V
  rcases Nat.eq_zero_or_pos k with rfl | hpos
  · rw [krylov_power hV hK (by omega), bra_to_ket Vᴴ, Matrix.conjTranspose_conjTranspose]
  · -- share the powers of `H` between bra and ket
    obtain ⟨a, b, ha, hb, rfl⟩ : ∃ a b, a < m ∧ b < m ∧ k = a + 1 + b :=
      ⟨(k - 1) / 2, k - 1 - (k - 1) / 2, by omega, by omega, by omega⟩
    calc star x ⬝ᵥ ((H ^ (a + 1 + b)) *ᵥ x)
        = star ((H ^ a) *ᵥ x) ⬝ᵥ (H *ᵥ ((H ^ b) *ᵥ x)) := by
          rw [bra_to_ket, Matrix.conjTranspose_pow, hH.eq]
          simp only [Matrix.mulVec_mulVec, pow_add, pow_one, Matrix.mul_assoc]
      _ = star ((projected H V ^ a) *ᵥ (Vᴴ *ᵥ x)) ⬝ᵥ
            (projected H V *ᵥ ((projected H V ^ b) *ᵥ (Vᴴ *ᵥ x))) := by
          rw [krylov_power hV hK ha, krylov_power hV hK hb, projected_element]
      _ = _ := by
          rw [bra_to_ket (projected H V ^ a), Matrix.conjTranspose_pow, hT.eq]
          simp only [Matrix.mulVec_mulVec, pow_add, pow_one, Matrix.mul_assoc]
```

## Conservation of the mean energy

Because $T$ commutes with $U_T$, we have $U_T^\dagger T U_T = T$, the statement called `key`. Therefore

$$\langle VU_TV^\dagger x, H\,VU_TV^\dagger x\rangle = \langle V^\dagger x, U_T^\dagger TU_T V^\dagger x\rangle = \langle V^\dagger x,TV^\dagger x\rangle = \langle x,Hx\rangle .$$

Only $x$ itself has to lie in the column space, so the basis condition appears with $m=1$.

```lean
/-- For Hermitian `H` and orthonormal columns of `V` whose span contains `x`, the
propagated state keeps the energy expectation `⟨x, H x⟩` at all times. -/
theorem krylov_energy {H : Matrix n n ℂ} {V : Matrix n p ℂ} {x : n → ℂ}
    (hH : H.IsHermitian) (hV : Vᴴ * V = 1) (hK : ContainsKrylov H V x 1) (t : ℝ) :
    star (krylovState H V x t) ⬝ᵥ (H *ᵥ krylovState H V x t) = star x ⬝ᵥ (H *ᵥ x) := by
  have hx : V *ᵥ (Vᴴ *ᵥ x) = x := by
    simpa using (krylov_power hV hK one_pos).symm
  -- the projected Hamiltonian commutes with its propagator
  have hc : Commute (projected H V) (propagator (projected H V) t) :=
    ((Commute.refl (projected H V)).smul_right _).exp_right
  have key : (propagator (projected H V) t)ᴴ *
      (projected H V * propagator (projected H V) t) = projected H V := by
    rw [hc.eq, ← Matrix.mul_assoc, propagator_unitary (projected_isHermitian hH V) t,
      Matrix.one_mul]
  unfold krylovState
  rw [projected_element, bra_to_ket, Matrix.mulVec_mulVec (Vᴴ *ᵥ x),
    Matrix.mulVec_mulVec (Vᴴ *ᵥ x), key, ← projected_element, hx]
```

## A particle on three sites

Consider an open chain with hopping amplitude 1 between neighbours.

```lean
/-- Hopping Hamiltonian of an open chain of three sites. -/
def chainH : Matrix (Fin 3) (Fin 3) ℂ := !![0, 1, 0; 1, 0, 1; 0, 1, 0]
```

The basis consists of the first two sites.

```lean
/-- The first two sites of the chain as basis columns. -/
def chainV : Matrix (Fin 3) (Fin 2) ℂ := !![1, 0; 0, 1; 0, 0]
```

The particle starts on site 1.

```lean
/-- The particle on the first site. -/
def chainX : Fin 3 → ℂ := ![1, 0, 0]
```

Here $x=(1,0,0)$ and $Hx=(0,1,0)$ both lie in the column space, so $m=2$, and

$$T=\begin{pmatrix}0&1\\1&0\end{pmatrix},\qquad T^2=1 .$$

The approximate state is $(\cos t,\,-i\sin t,\,0)$, with norm 1 and mean energy 0 at all times. At $t=0.1$ it is $(0.9950,\,-0.0998i,\,0)$, while the exact state is $(0.9950,\,-0.0997i,\,-0.0050)$. The missing amplitude on site 3 is close to $-t^2/2$, the first contribution of $H^2$.

The moments for $k=0,1,2,3$ are $1,0,1,0$ with either matrix. Both identities fail at the next order:

- At $k=2$, $H^2x=(1,0,1)$ but $VT^2V^\dagger x=(1,0,0)$.
- At $k=4$, $\langle x,H^4x\rangle=2$ but $\langle V^\dagger x,T^4V^\dagger x\rangle=1$.

Thus neither range can be extended by one for all $H$, $V$, $x$ and $m$ that meet the hypotheses. The Lean proof computes the matrix powers entry by entry, supplies the coefficient vectors $(1,0)$ and $(0,1)$ for the basis condition, and compares the third component for the first failure.

```lean
/-- The three-site chain meets all hypotheses with `m = 2`, while the power identity fails at
`k = m = 2` and the moment identity fails at `k = 2m = 4`. -/
theorem krylov_sharp_witness :
    chainH.IsHermitian ∧ chainVᴴ * chainV = 1 ∧ ContainsKrylov chainH chainV chainX 2 ∧
    (chainH ^ 2) *ᵥ chainX ≠
      chainV *ᵥ ((projected chainH chainV ^ 2) *ᵥ (chainVᴴ *ᵥ chainX)) ∧
    star chainX ⬝ᵥ ((chainH ^ 4) *ᵥ chainX) ≠
      star (chainVᴴ *ᵥ chainX) ⬝ᵥ
        ((projected chainH chainV ^ 4) *ᵥ (chainVᴴ *ᵥ chainX)) := by
  have hH2 : chainH ^ 2 = !![1, 0, 1; 0, 2, 0; 1, 0, 1] := by
    rw [pow_two]
    ext i j
    fin_cases i <;> fin_cases j <;>
      norm_num [chainH, Matrix.mul_apply, Fin.sum_univ_succ]
  have hH4 : chainH ^ 4 = !![2, 0, 2; 0, 4, 0; 2, 0, 2] := by
    rw [show (4 : ℕ) = 2 + 2 from rfl, pow_add, hH2]
    ext i j
    fin_cases i <;> fin_cases j <;> norm_num [Matrix.mul_apply, Fin.sum_univ_succ]
  have hT : projected chainH chainV = !![0, 1; 1, 0] := by
    ext i j
    fin_cases i <;> fin_cases j <;>
      simp [projected, chainH, chainV, Matrix.mul_apply, Fin.sum_univ_succ]
  have hT2 : projected chainH chainV ^ 2 = 1 := by
    rw [hT, pow_two]
    ext i j
    fin_cases i <;> fin_cases j <;> simp [Matrix.mul_apply, Fin.sum_univ_succ]
  have hT4 : projected chainH chainV ^ 4 = 1 := by
    rw [show (4 : ℕ) = 2 + 2 from rfl, pow_add, hT2, one_mul]
  refine ⟨?_, ?_, ?_, ?_, ?_⟩
  · ext i j
    fin_cases i <;> fin_cases j <;> simp [chainH]
  · ext i j
    fin_cases i <;> fin_cases j <;> simp [chainV, Matrix.mul_apply, Fin.sum_univ_succ]
  · intro k hk
    interval_cases k
    · refine ⟨![1, 0], ?_⟩
      ext i
      fin_cases i <;> simp [chainV, chainX, Matrix.mulVec, dotProduct, Fin.sum_univ_succ]
    · refine ⟨![0, 1], ?_⟩
      ext i
      fin_cases i <;>
        simp [chainH, chainV, chainX, Matrix.mulVec, dotProduct, Fin.sum_univ_succ]
  · -- the third site is reached by `H²` but is absent from the basis
    rw [hH2, hT2]
    intro h
    have h2 := congrFun h 2
    simp [chainV, chainX, Matrix.mulVec, dotProduct, Fin.sum_univ_succ] at h2
  · rw [hH4, hT4]
    intro h
    norm_num [chainV, chainX, Matrix.mulVec, dotProduct, Fin.sum_univ_succ] at h

end

end KrylovPropagation
```

```lean
#print axioms KrylovPropagation.krylov_propagation
#print axioms KrylovPropagation.krylov_moments
#print axioms KrylovPropagation.krylov_energy
```

```
'KrylovPropagation.krylov_propagation' depends on axioms: [propext, Classical.choice, Quot.sound]
'KrylovPropagation.krylov_moments' depends on axioms: [propext, Classical.choice, Quot.sound]
'KrylovPropagation.krylov_energy' depends on axioms: [propext, Classical.choice, Quot.sound]
```
